# A filled shell of d fermions in d modes is an SU(d) singlet

Put two fermions in two modes, labelled 0 and 1, and write $\psi(c_0,c_1)$ for the amplitude with particle $i$ in mode $c_i$. Antisymmetry forces $\psi(0,0)=\psi(1,1)=0$ and $\psi(1,0)=-\psi(0,1)$, so one number fixes the state. Set $\psi(0,1)=1$ and apply the same matrix $A$ to both particles. The new amplitude at $(0,1)$ is

$$A_{00}A_{11}\,\psi(0,1)+A_{01}A_{10}\,\psi(1,0)=A_{00}A_{11}-A_{01}A_{10}=\det A.$$

The result is again antisymmetric, so the whole state has been multiplied by $\det A$.

## Determinant and trace as factors on the filled shell

For $d$ particles in $d$ modes, a configuration $c$ is a map from particles to modes. Let $\varepsilon(c)$ be the sign of $c$ if $c$ is a permutation, and zero otherwise. Every antisymmetric $\psi$ is a multiple of $\varepsilon$, and for all complex $d\times d$ matrices $A$ and $X$

$$A^{\otimes d}\varepsilon=\det(A)\,\varepsilon,\qquad \sum_k X^{(k)}\varepsilon=\operatorname{tr}(X)\,\varepsilon,$$

where $X^{(k)}$ acts on particle $k$ alone. A matrix in SU(d) has determinant one and therefore leaves every such $\psi$ unchanged. The symbol $\varepsilon$ has norm $\sqrt{d!}$; the normalised state is $\varepsilon/\sqrt{d!}$, with the same factors.

## Mixing the occupied orbitals of a Slater determinant

Take the $d$ modes to be the orthonormal occupied spin orbitals of a single Slater determinant. Mixing them among themselves by $A$ multiplies the determinant by $\det A$. A unitary localisation of the occupied orbitals thus changes only the phase. If a code re-orthonormalises its orbital matrix as $\Phi=QR$, the determinant built from $\Phi$ is $\det R$ times the one built from $Q$, so keeping only $Q$ drops this factor from the amplitude. For a non-interacting Hamiltonian with one-particle matrix $h$ on these $d$ modes, the filled-shell energy is $\operatorname{tr}h$.

## From antisymmetry to the two factors

Antisymmetry means $\psi(c\circ\sigma)=\operatorname{sgn}(\sigma)\,\psi(c)$ for every permutation $\sigma$ of the particles. If $c_i=c_j$ with $i\ne j$, exchanging $i$ and $j$ leaves $c$ unchanged, so $\psi(c)=-\psi(c)=0$.

A configuration without double occupation is an injective map between sets of size $d$, hence a permutation $\tau$. Then $\psi(\tau)=\psi(\mathrm{id}\circ\tau)=\operatorname{sgn}(\tau)\,\psi(\mathrm{id})$, which gives $\psi=\psi(\mathrm{id})\,\varepsilon$. The symbol is itself antisymmetric, because signs multiply and $c\circ\sigma$ is a permutation exactly when $c$ is.

The tensor power preserves antisymmetry. Substituting $c'=c''\circ\sigma$ in the sum and reordering the product gives

$$\sum_{c'}\prod_i A_{c_{\sigma(i)}c'_i}\,\psi(c')=\sum_{c''}\prod_i A_{c_ic''_i}\,\psi(c''\circ\sigma)=\operatorname{sgn}(\sigma)\,(A^{\otimes d}\psi)(c).$$

So $A^{\otimes d}\varepsilon$ is a multiple of $\varepsilon$, and the factor is its value at the identity:

$$(A^{\otimes d}\varepsilon)(\mathrm{id})=\sum_\tau\operatorname{sgn}(\tau)\prod_i A_{i\tau(i)}=\det A.$$

Since $\varepsilon(\mathrm{id})=1$, the symbol is fixed exactly when $\det A=1$. By linearity, a matrix in SU(d) then fixes every multiple of $\varepsilon$.

For the one-particle sum, write $c[k\to b]$ for $c$ with particle $k$ moved to mode $b$. Then $(c\circ\sigma)[k\to b]=c[\sigma(k)\to b]\circ\sigma$, so relabelling $k$ shows that antisymmetry is preserved. At the identity, moving particle $k$ to a mode $b\ne k$ occupies $b$ twice, and only the diagonal survives:

$$\sum_{k,b}X_{kb}\,\varepsilon(\mathrm{id}[k\to b])=\sum_kX_{kk}=\operatorname{tr}X.$$

## Direct minus exchange for a pair interaction

The same argument handles a pair interaction that acts within the $d$ modes, with matrix elements $V_{ij,ab}=V_{ji,ba}$, summed over pairs of particles. It commutes with particle permutations, so $\varepsilon$ is an eigenvector. At the identity only the unmoved pair and the exchanged pair contribute, and the eigenvalue is $\sum_{i<j}(V_{ij,ij}-V_{ij,ji})$. If the $d$ modes are the occupied orbitals of a larger basis, the interaction can also move particles into empty orbitals. The determinant is then in general not an eigenvector, and the formula gives the expectation value of the interaction in the normalised determinant. The file below contains no two-body operator; this formula rests on the argument just given.

## Lean source

```lean
import Mathlib

open Equiv

namespace FilledShellSinglet

noncomputable section

variable {N d : ℕ}

/-- A wavefunction of `N` particles in `d` modes is antisymmetric if permuting the particles
multiplies it by the sign of the permutation. -/
def IsAntisymmetric (ψ : (Fin N → Fin d) → ℂ) : Prop :=
  ∀ (σ : Perm (Fin N)) (c : Fin N → Fin d),
    ψ (c ∘ σ) = ((Perm.sign σ : ℤ) : ℂ) * ψ c

/-- The Levi-Civita symbol: the sign of a configuration that is a permutation of the modes,
and zero for every other configuration. -/
def leviCivita (c : Fin d → Fin d) : ℂ :=
  if h : Function.Bijective c then ((Perm.sign (Equiv.ofBijective c h) : ℤ) : ℂ) else 0

/-- The `N`-fold tensor power of a one-particle matrix `A`, acting on wavefunctions. -/
def tensorPower (A : Matrix (Fin d) (Fin d) ℂ) (ψ : (Fin N → Fin d) → ℂ) :
    (Fin N → Fin d) → ℂ :=
  fun c => ∑ c' : Fin N → Fin d, (∏ i, A (c i) (c' i)) * ψ c'

/-- The sum over all particles `k` of the one-particle matrix `X` acting on particle `k`. -/
def totalGenerator (X : Matrix (Fin d) (Fin d) ℂ) (ψ : (Fin N → Fin d) → ℂ) :
    (Fin N → Fin d) → ℂ :=
  fun c => ∑ k, ∑ b, X (c k) b * ψ (Function.update c k b)

/-- Pauli principle: an antisymmetric wavefunction vanishes when two particles occupy
the same mode. -/
theorem pauli_principle {ψ : (Fin N → Fin d) → ℂ} (hψ : IsAntisymmetric ψ)
    {c : Fin N → Fin d} {i j : Fin N} (hij : i ≠ j) (hc : c i = c j) : ψ c = 0 := by
  -- exchanging the two particles leaves the configuration unchanged
  have hswap : c ∘ (Equiv.swap i j) = c := by
    funext k
    by_cases hi : k = i
    · subst hi
      simp [hc]
    · by_cases hj : k = j
      · subst hj
        simp [hc]
      · simp [Equiv.swap_apply_of_ne_of_ne hi hj]
  have h := hψ (Equiv.swap i j) c
  rw [hswap, Perm.sign_swap hij] at h
  push_cast at h
  linear_combination h / 2

/-- On a permutation of the modes the Levi-Civita symbol is the sign of that permutation. -/
theorem leviCivita_perm (σ : Perm (Fin d)) :
    leviCivita (σ : Fin d → Fin d) = ((Perm.sign σ : ℤ) : ℂ) := by
  have h : Equiv.ofBijective σ σ.bijective = σ := Equiv.ext fun _ => rfl
  unfold leviCivita
  rw [dif_pos σ.bijective, h]

/-- The Levi-Civita symbol is an antisymmetric wavefunction of `d` particles in `d` modes. -/
theorem leviCivita_antisymmetric : IsAntisymmetric (leviCivita (d := d)) := by
  intro σ c
  by_cases h : Function.Bijective c
  · obtain ⟨τ, rfl⟩ : ∃ τ : Perm (Fin d), (τ : Fin d → Fin d) = c :=
      ⟨Equiv.ofBijective c h, rfl⟩
    have e : (τ : Fin d → Fin d) ∘ σ = ((τ * σ : Perm (Fin d)) : Fin d → Fin d) := rfl
    rw [e, leviCivita_perm, leviCivita_perm, Perm.sign_mul, Units.val_mul, Int.cast_mul,
      mul_comm]
  · have h' : ¬ Function.Bijective (c ∘ σ) := fun hb =>
      h ((Function.Bijective.of_comp_iff c σ.bijective).mp hb)
    unfold leviCivita
    rw [dif_neg h', dif_neg h, mul_zero]

/-- Every antisymmetric wavefunction of `d` particles in `d` modes is a multiple of the
Levi-Civita symbol, the factor being its value at the configuration with particle `i` in
mode `i`. -/
theorem antisymmetric_eq_smul_leviCivita {ψ : (Fin d → Fin d) → ℂ}
    (hψ : IsAntisymmetric ψ) : ψ = ψ id • leviCivita := by
  funext c
  rw [Pi.smul_apply, smul_eq_mul]
  by_cases h : Function.Injective c
  · obtain ⟨τ, rfl⟩ : ∃ τ : Perm (Fin d), (τ : Fin d → Fin d) = c :=
      ⟨Equiv.ofBijective c (Finite.injective_iff_bijective.mp h), rfl⟩
    have h1 : ψ τ = ((Perm.sign τ : ℤ) : ℂ) * ψ id := hψ τ id
    rw [leviCivita_perm, h1, mul_comm]
  · -- a doubly occupied mode: both sides vanish
    obtain ⟨i, j, hc, hij⟩ := Function.not_injective_iff.mp h
    rw [pauli_principle hψ hij hc, pauli_principle leviCivita_antisymmetric hij hc, mul_zero]

/-- Acting with the same matrix on every particle preserves antisymmetry, for any number of
particles and modes. -/
theorem tensorPower_antisymmetric (A : Matrix (Fin d) (Fin d) ℂ)
    {ψ : (Fin N → Fin d) → ℂ} (hψ : IsAntisymmetric ψ) :
    IsAntisymmetric (tensorPower A ψ) := by
  intro σ c
  unfold tensorPower
  rw [Finset.mul_sum]
  symm
  -- relabel the summed configuration by the same permutation
  refine Fintype.sum_equiv (Equiv.arrowCongr σ.symm (Equiv.refl (Fin d))) _ _ fun c' => ?_
  show ((Perm.sign σ : ℤ) : ℂ) * ((∏ i, A (c i) (c' i)) * ψ c') =
    (∏ i, A ((c ∘ σ) i) ((c' ∘ σ) i)) * ψ (c' ∘ σ)
  have hp : ∏ i, A ((c ∘ σ) i) ((c' ∘ σ) i) = ∏ i, A (c i) (c' i) :=
    Equiv.prod_comp σ (fun i => A (c i) (c' i))
  rw [hp, hψ σ c']
  ring

/-- The `d`-fold tensor power of any complex `d × d` matrix multiplies the Levi-Civita symbol
by the determinant of the matrix. -/
theorem tensorPower_leviCivita (A : Matrix (Fin d) (Fin d) ℂ) :
    tensorPower A leviCivita = A.det • leviCivita := by
  -- the value at the identity configuration is the Leibniz expansion of the determinant
  have hdet : tensorPower A leviCivita id = A.det := by
    unfold tensorPower
    rw [← Matrix.det_transpose, Matrix.det_apply']
    symm
    refine Fintype.sum_of_injective (fun σ : Perm (Fin d) => (σ : Fin d → Fin d))
      DFunLike.coe_injective _ _ ?_ ?_
    · intro c hc
      have h0 : leviCivita c = 0 :=
        dif_neg fun h => hc ⟨Equiv.ofBijective c h, rfl⟩
      simp only [h0, mul_zero]
    · intro σ
      simp only [leviCivita_perm, Matrix.transpose_apply, id_eq]
      exact mul_comm _ _
  have h := antisymmetric_eq_smul_leviCivita
    (tensorPower_antisymmetric A (leviCivita_antisymmetric (d := d)))
  rwa [hdet] at h

/-- The tensor power of a matrix leaves the Levi-Civita symbol unchanged exactly when the
matrix has determinant one. -/
theorem leviCivita_invariant_iff (A : Matrix (Fin d) (Fin d) ℂ) :
    tensorPower A leviCivita = leviCivita ↔ A.det = 1 := by
  rw [tensorPower_leviCivita]
  constructor
  · intro h
    have h1 : leviCivita (id : Fin d → Fin d) = 1 := by
      simpa using leviCivita_perm (1 : Perm (Fin d))
    have h2 := congrFun h id
    rwa [Pi.smul_apply, smul_eq_mul, h1, mul_one] at h2
  · intro h
    rw [h, one_smul]

/-- The filled shell is an SU(d) singlet: every antisymmetric wavefunction of `d` particles in
`d` modes is unchanged when all particles are rotated by the same element of SU(d). -/
theorem filled_shell_singlet {ψ : (Fin d → Fin d) → ℂ} (hψ : IsAntisymmetric ψ)
    {U : Matrix (Fin d) (Fin d) ℂ} (hU : U ∈ Matrix.specialUnitaryGroup (Fin d) ℂ) :
    tensorPower U ψ = ψ := by
  obtain ⟨a, rfl⟩ : ∃ a : ℂ, ψ = a • leviCivita :=
    ⟨_, antisymmetric_eq_smul_leviCivita hψ⟩
  have hlin : tensorPower U (a • leviCivita) = a • tensorPower U (leviCivita (d := d)) := by
    funext c
    simp only [tensorPower, Pi.smul_apply, smul_eq_mul, Finset.mul_sum]
    exact Finset.sum_congr rfl fun c' _ => by ring
  rw [hlin, (leviCivita_invariant_iff U).mpr (Matrix.mem_specialUnitaryGroup_iff.mp hU).2]

/-- A sum of identical one-particle operators preserves antisymmetry, for any number of
particles and modes. -/
theorem totalGenerator_antisymmetric (X : Matrix (Fin d) (Fin d) ℂ)
    {ψ : (Fin N → Fin d) → ℂ} (hψ : IsAntisymmetric ψ) :
    IsAntisymmetric (totalGenerator X ψ) := by
  intro σ c
  let F : Fin N → ℂ := fun k => ∑ b, X (c k) b * ψ (Function.update c k b)
  -- changing particle k after the permutation is changing particle σ k before it
  have hu : ∀ k b, Function.update (c ∘ σ) k b = Function.update c (σ k) b ∘ σ := by
    intro k b
    funext i
    simp [Function.update_apply]
  have hF : ∀ k, ∑ b, X ((c ∘ σ) k) b * ψ (Function.update (c ∘ σ) k b) =
      ((Perm.sign σ : ℤ) : ℂ) * F (σ k) := by
    intro k
    simp only [F, Finset.mul_sum]
    refine Finset.sum_congr rfl fun b _ => ?_
    rw [hu, hψ, Function.comp_apply]
    ring
  calc totalGenerator X ψ (c ∘ σ)
      = ∑ k, ((Perm.sign σ : ℤ) : ℂ) * F (σ k) := Finset.sum_congr rfl fun k _ => hF k
    _ = ((Perm.sign σ : ℤ) : ℂ) * ∑ k, F (σ k) := (Finset.mul_sum _ _ _).symm
    _ = ((Perm.sign σ : ℤ) : ℂ) * totalGenerator X ψ c :=
        congrArg (fun z => ((Perm.sign σ : ℤ) : ℂ) * z) (Equiv.sum_comp σ F)

/-- The sum of a one-particle matrix over all `d` particles multiplies the Levi-Civita symbol
by the trace of the matrix. -/
theorem totalGenerator_leviCivita (X : Matrix (Fin d) (Fin d) ℂ) :
    totalGenerator X leviCivita = X.trace • leviCivita := by
  have h1 : leviCivita (id : Fin d → Fin d) = 1 := by
    simpa using leviCivita_perm (1 : Perm (Fin d))
  have htr : totalGenerator X leviCivita id = X.trace := by
    unfold totalGenerator Matrix.trace
    refine Finset.sum_congr rfl fun k _ => ?_
    rw [Finset.sum_eq_single k]
    · have hk : Function.update (id : Fin d → Fin d) k k = id :=
        Function.update_eq_self k id
      rw [hk, h1, mul_one]
      rfl
    · -- moving particle k to another mode b makes that mode doubly occupied
      intro b _ hb
      have h0 : leviCivita (Function.update (id : Fin d → Fin d) k b) = 0 :=
        pauli_principle leviCivita_antisymmetric (Ne.symm hb)
          (by simp [Function.update_apply])
      rw [h0, mul_zero]
    · intro hk
      exact absurd (Finset.mem_univ k) hk
  have h := antisymmetric_eq_smul_leviCivita
    (totalGenerator_antisymmetric X (leviCivita_antisymmetric (d := d)))
  rwa [htr] at h

end

end FilledShellSinglet
```

```lean
#print axioms FilledShellSinglet.filled_shell_singlet
#print axioms FilledShellSinglet.totalGenerator_leviCivita
```

```
'FilledShellSinglet.filled_shell_singlet' depends on axioms: [propext, Classical.choice, Quot.sound]
'FilledShellSinglet.totalGenerator_leviCivita' depends on axioms: [propext, Classical.choice, Quot.sound]
```

## What the Lean statements cover, and how they are proved

A configuration is a function `Fin N → Fin d`, with particles and modes numbered from 0, and a wavefunction assigns it a complex number. `IsAntisymmetric` is the exchange rule above, assumed for the particles and not derived from spin and statistics. In `tensorPower` the row index of `A` is the new mode and the column index the old one. `totalGenerator` uses `Function.update` to move one particle. The matrices are arbitrary except in `filled_shell_singlet`, where `U` lies in `Matrix.specialUnitaryGroup`; the proof uses only its unit determinant.

`pauli_principle` and the two preservation theorems hold for any `N` and `d`. The singlet statement is for as many particles as modes, with spin counted in the modes, and says nothing about partly filled shells. All sizes are finite, and $d=0$ and $d=1$ are included.

The proofs follow the derivation:

- `pauli_principle` applies antisymmetry to a swap and solves $\psi(c)=-\psi(c)$ with `linear_combination`.
- `antisymmetric_eq_smul_leviCivita` splits on whether the configuration is injective, using `leviCivita_perm` in one case and the Pauli principle in the other.
- `tensorPower_antisymmetric` relabels the summed configuration with `Fintype.sum_equiv`; `totalGenerator_antisymmetric` relabels the particle with `Equiv.sum_comp`.
- `tensorPower_leviCivita` reduces the sum over all configurations to permutations with `Fintype.sum_of_injective`. The transpose appears because Mathlib's Leibniz formula puts the permutation on the row index.
- `leviCivita_invariant_iff` compares values at the identity, and `filled_shell_singlet` adds linearity.
- `totalGenerator_leviCivita` isolates the diagonal term with `Finset.sum_eq_single`, and the Pauli principle removes the rest.
